# A harmonic binary alloy with one shared lattice parameter obeys Vegard's law exactly when its stiffnesses or its natural lattice parameters agree

Q: Before any theorem, you have to decide what the atoms in the alloy are allowed to do. What did you decide?

A: That all species share one lattice parameter $L$, and that each pays a harmonic price for it. Species $i$ has concentration $c_i$, natural lattice parameter $a_i$ and stiffness $k_i$, and the elastic energy per site, measured from the pure species at their natural lattice parameters, is
$$E(L)=\sum_i \frac{c_i k_i (L-a_i)^2}{2}.$$
The stiffness stands for the second derivative of the pure species' energy per site with respect to its lattice parameter, taken at its own equilibrium.

Q: Real alloys relax locally. Bonds around a large atom lengthen while others shorten.

A: That is left out, and so are chemical interactions between species, ordering, temperature and anharmonicity. What remains is the competition between species that prefer different sizes. The file allows any finite set of species, indexed by `ι`, with real-valued functions `c`, `k` and `a` on it.

```lean
import Mathlib

open Finset

namespace VegardBowing

noncomputable section

variable {ι : Type*} [Fintype ι]

/-- Elastic energy of an alloy whose species, with concentrations `c`, stiffnesses `k` and
natural lattice parameters `a`, all share the lattice parameter `L`. -/
def elasticEnergy (c k a : ι → ℝ) (L : ℝ) : ℝ := ∑ i, c i * k i * (L - a i) ^ 2 / 2
```

Q: Which averages do you need?

A: Three. The mean stiffness is $K=\sum_i c_i k_i$. The stiffness-weighted mean of the lattice parameters is $L^*=\frac{1}{K}\sum_i c_i k_i a_i$. Vegard's law uses the concentrations alone: $V=\sum_i c_i a_i$.

```lean
/-- Concentration-weighted mean stiffness. -/
def meanStiffness (c k : ι → ℝ) : ℝ := ∑ i, c i * k i

/-- Stiffness-weighted mean of the natural lattice parameters. -/
def relaxedLattice (c k a : ι → ℝ) : ℝ := (∑ i, c i * k i * a i) / meanStiffness c k

/-- Vegard's law: the concentration-weighted mean of the natural lattice parameters. -/
def vegardLattice (c a : ι → ℝ) : ℝ := ∑ i, c i * a i
```

Q: `relaxedLattice` sounds as if you had defined the answer to be the minimizer.

A: The definition is only the weighted mean. That it minimizes the energy is a theorem below. The binary energy is also written out separately, with a fraction $x$ of species A and $1-x$ of species B, so that the main statement can be read without the general notation.

```lean
/-- Elastic energy of a binary alloy with a fraction `x` of species A and `1 - x` of species B,
at the common lattice parameter `L`. -/
def binaryEnergy (x kA kB aA aB L : ℝ) : ℝ :=
  x * kA * (L - aA) ^ 2 / 2 + (1 - x) * kB * (L - aB) ^ 2 / 2
```

Q: Then find the minimum by hand.

A: Write $S_1=\sum_i c_i k_i a_i$ and $S_2=\sum_i c_i k_i a_i^2$. Expanding each square and summing gives
$$E(L)=\frac{K L^2}{2}-S_1 L+\frac{S_2}{2}.$$
The Lean proof gathers everything into a single sum and lets `ring` check the identity for each species.

```lean
/-- The elastic energy is a quadratic polynomial in the common lattice parameter. -/
theorem elasticEnergy_expand (c k a : ι → ℝ) (L : ℝ) :
    elasticEnergy c k a L = meanStiffness c k * L ^ 2 / 2 - (∑ i, c i * k i * a i) * L
      + (∑ i, c i * k i * a i ^ 2) / 2 := by
  simp only [elasticEnergy, meanStiffness, Finset.sum_mul, Finset.sum_div,
    ← Finset.sum_sub_distrib, ← Finset.sum_add_distrib]
  exact Finset.sum_congr rfl fun i _ => by ring
```

A: For $K\neq 0$ we have $S_1=KL^*$, so completing the square gives
$$E(L)=E(L^*)+\frac K2 (L-L^*)^2.$$
In the proof, both energies are expanded with the previous lemma, `field_simp` clears the denominator $K$, and `ring` finishes.

```lean
/-- The elastic energy at `L` is its value at the stiffness-weighted mean lattice parameter plus
half the mean stiffness times the squared distance of `L` from that mean. -/
theorem elasticEnergy_complete_square (c k a : ι → ℝ) (hK : meanStiffness c k ≠ 0) (L : ℝ) :
    elasticEnergy c k a L = elasticEnergy c k a (relaxedLattice c k a)
      + meanStiffness c k / 2 * (L - relaxedLattice c k a) ^ 2 := by
  rw [elasticEnergy_expand c k a L, elasticEnergy_expand c k a (relaxedLattice c k a)]
  unfold relaxedLattice
  field_simp
  ring
```

Q: So for $K>0$ the extra term is positive unless $L=L^*$.

A: Yes, and that gives both directions of the next theorem. If $L$ minimizes the energy but differs from $L^*$, then $E(L)>E(L^*)$, a contradiction. Conversely, the square is never negative, so $L^*$ does minimize. The minimization runs over all real $L$, including unphysical negative values. With positive weights and positive $a_i$ this changes nothing, since the weighted mean is itself positive.

```lean
/-- For positive mean stiffness, a lattice parameter minimizes the elastic energy exactly when it
is the stiffness-weighted mean. -/
theorem minimizer_iff (c k a : ι → ℝ) (hK : 0 < meanStiffness c k) (L : ℝ) :
    (∀ L', elasticEnergy c k a L ≤ elasticEnergy c k a L') ↔ L = relaxedLattice c k a := by
  constructor
  · intro h
    by_contra hne
    have h1 := h (relaxedLattice c k a)
    have h2 := elasticEnergy_complete_square c k a hK.ne' L
    have h3 : L - relaxedLattice c k a ≠ 0 := sub_ne_zero.2 hne
    have h4 : 0 < meanStiffness c k / 2 * (L - relaxedLattice c k a) ^ 2 := by positivity
    linarith
  · intro h L'
    rw [h]
    have h2 := elasticEnergy_complete_square c k a hK.ne' L'
    have h4 : 0 ≤ meanStiffness c k / 2 * (L' - relaxedLattice c k a) ^ 2 := by positivity
    linarith
```

Q: And the energy that is left at the minimum?

A: Substituting $L^*=S_1/K$ into the quadratic gives
$$E(L^*)=\frac{S_2}{2}-\frac{S_1^2}{2K}=\frac{KS_2-S_1^2}{2K}.$$
To see the size mismatch in it, expand the square in a double sum:
$$\sum_{i,j} c_i k_i\,c_j k_j\,(a_i-a_j)^2=2KS_2-2S_1^2.$$
Hence
$$E(L^*)=\frac{1}{4K}\sum_{i,j}c_i c_j k_i k_j (a_i-a_j)^2.$$
The sum runs over ordered pairs, so each pair of distinct species is counted twice. In Lean, `hpair` is the double-sum identity: `Finset.sum_mul_sum` turns products of sums into double sums, which are then compared term by term.

```lean
/-- The elastic energy at the stiffness-weighted mean lattice parameter is the sum over ordered
pairs of species of their squared size mismatch, weighted by the concentrations and stiffnesses of
both, divided by four times the mean stiffness. -/
theorem relaxed_energy_pairs (c k a : ι → ℝ) (hK : meanStiffness c k ≠ 0) :
    elasticEnergy c k a (relaxedLattice c k a) =
      (∑ i, ∑ j, (c i * k i) * (c j * k j) * (a i - a j) ^ 2) / (4 * meanStiffness c k) := by
  -- the pair sum in terms of the moments of the lattice parameters
  have hpair : ∑ i, ∑ j, (c i * k i) * (c j * k j) * (a i - a j) ^ 2 =
      meanStiffness c k * (∑ i, c i * k i * a i ^ 2)
        + (∑ i, c i * k i * a i ^ 2) * meanStiffness c k
        - 2 * ((∑ i, c i * k i * a i) * (∑ i, c i * k i * a i)) := by
    unfold meanStiffness
    simp only [Finset.sum_mul_sum]
    simp only [Finset.mul_sum, ← Finset.sum_add_distrib, ← Finset.sum_sub_distrib]
    exact Finset.sum_congr rfl fun i _ => Finset.sum_congr rfl fun j _ => by ring
  rw [hpair, elasticEnergy_expand]
  unfold relaxedLattice
  field_simp
  ring
```

Q: Now Vegard's law. How far is $L^*$ from $V$?

A: Here the concentrations must add up to one, which is the hypothesis `hc`. Expanding the product in the double sum gives
$$\sum_{i,j}c_i c_j(k_i-k_j)(a_i-a_j)=2S_1-2KV,$$
and since $L^*-V=(S_1-KV)/K$,
$$L^*-V=\frac{1}{2K}\sum_{i,j}c_i c_j(k_i-k_j)(a_i-a_j).$$
The alloy is larger than Vegard's law predicts when, on balance over the pairs, the stiffer species are also the larger ones. The proof has the same shape as the one before.

```lean
/-- For concentrations adding up to one, the deviation of the stiffness-weighted mean from Vegard's
law is the sum over ordered pairs of species of stiffness difference times size difference, weighted
by both concentrations, divided by twice the mean stiffness. -/
theorem bowing_pairs (c k a : ι → ℝ) (hc : ∑ i, c i = 1) (hK : meanStiffness c k ≠ 0) :
    relaxedLattice c k a - vegardLattice c a =
      (∑ i, ∑ j, c i * c j * ((k i - k j) * (a i - a j))) / (2 * meanStiffness c k) := by
  have hpair : ∑ i, ∑ j, c i * c j * ((k i - k j) * (a i - a j)) =
      (∑ i, c i) * (∑ i, c i * k i * a i) + (∑ i, c i * k i * a i) * (∑ i, c i)
        - meanStiffness c k * vegardLattice c a - vegardLattice c a * meanStiffness c k := by
    unfold meanStiffness vegardLattice
    simp only [Finset.sum_mul_sum]
    simp only [← Finset.sum_add_distrib, ← Finset.sum_sub_distrib]
    exact Finset.sum_congr rfl fun i _ => Finset.sum_congr rfl fun j _ => by ring
  rw [hpair, hc]
  unfold relaxedLattice
  field_simp
  ring
```

Q: With two species only one pair is left.

A: So the deviation becomes a single product. With $K=x k_A+(1-x)k_B$,
$$L^*-V=\frac{x(1-x)(k_A-k_B)(a_A-a_B)}{K}.$$
You can check it directly. In $S_1-KV$, the coefficient of $k_A a_A$ is $x-x^2=x(1-x)$, that of $k_A a_B$ is $-x(1-x)$, and the terms with $k_B$ follow by exchanging the species. Lean takes this direct route too: it multiplies through by the nonzero denominator and calls `ring`.

```lean
/-- In a binary alloy the stiffness-weighted mean deviates from Vegard's law by `x (1 - x)` times
the stiffness difference times the size difference, over the mean stiffness. -/
theorem binary_bowing (x kA kB aA aB : ℝ) (hD : x * kA + (1 - x) * kB ≠ 0) :
    (x * kA * aA + (1 - x) * kB * aB) / (x * kA + (1 - x) * kB) - (x * aA + (1 - x) * aB) =
      x * (1 - x) * (kA - kB) * (aA - aB) / (x * kA + (1 - x) * kB) := by
  rw [eq_div_iff hD, sub_mul, div_mul_cancel₀ _ hD]
  ring
```

Q: Then read me the main theorem in words. I want to know whether "minimum" means what I mean by it.

A: The hypotheses are $0<x<1$, so that both species are present, and $k_A,k_B>0$, so that each pure species is stable against a change of its lattice parameter. The natural lattice parameters may be any real numbers.

The first conclusion uses `IsLeast` on the range of the energy as a function of $L$. It says that some $L$ attains the value
$$E_{\min}=\frac{x(1-x)k_A k_B(a_A-a_B)^2}{2\,(x k_A+(1-x)k_B)},$$
and that no $L$ gives less. The second conclusion takes any $L$ whose energy is at most that of every $L'$, and says that $L=x a_A+(1-x)a_B$ holds if and only if $k_A=k_B$ or $a_A=a_B$.

Q: Is that equivalence for one composition or for the whole range?

A: For each composition separately. Since the condition on the right doesn't contain $x$, agreement with Vegard's law at one intermediate composition forces it at all of them, as long as the stiffnesses and natural lattice parameters are constants of the species.

Q: And how does the proof get from the general alloy to this one?

A: It writes the binary alloy as two-component vectors such as `![x, 1 - x]`. The facts `hE`, `hM` and `hR` translate the energy, the mean stiffness and the weighted mean. Then `hval` evaluates the pair formula: the two ordered pairs contribute equally, which turns the factor $1/(4K)$ into $1/(2K)$. That the value is a lower bound comes from `minimizer_iff`.

For Vegard's law, `minimizer_iff` identifies the given minimizer with $L^*$, and `binary_bowing` rewrites its deviation as the product above. A quotient with $K>0$ vanishes only if its numerator does, and $x(1-x)>0$, so one of the two differences must be zero. The converse is substitution.

```lean
/-- The least elastic energy of a binary alloy is
`x (1 - x) kA kB (aA - aB)² / (2 (x kA + (1 - x) kB))`, and a minimizing lattice parameter obeys
Vegard's law exactly when the two stiffnesses or the two natural lattice parameters agree. -/
theorem binary_minimum_and_vegard (x kA kB aA aB : ℝ) (hx0 : 0 < x) (hx1 : x < 1)
    (hA : 0 < kA) (hB : 0 < kB) :
    IsLeast (Set.range (binaryEnergy x kA kB aA aB))
      (x * (1 - x) * kA * kB * (aA - aB) ^ 2 / (2 * (x * kA + (1 - x) * kB))) ∧
    ∀ L, (∀ L', binaryEnergy x kA kB aA aB L ≤ binaryEnergy x kA kB aA aB L') →
      (L = x * aA + (1 - x) * aB ↔ kA = kB ∨ aA = aB) := by
  have hy : 0 < 1 - x := sub_pos.2 hx1
  have hD : 0 < x * kA + (1 - x) * kB := by positivity
  -- the binary alloy as the two-species case of the general one
  have hE : ∀ L, binaryEnergy x kA kB aA aB L =
      elasticEnergy ![x, 1 - x] ![kA, kB] ![aA, aB] L := fun L => by
    simp [binaryEnergy, elasticEnergy, Fin.sum_univ_two]
  have hM : meanStiffness ![x, 1 - x] ![kA, kB] = x * kA + (1 - x) * kB := by
    simp [meanStiffness, Fin.sum_univ_two]
  have hR : relaxedLattice ![x, 1 - x] ![kA, kB] ![aA, aB] =
      (x * kA * aA + (1 - x) * kB * aB) / (x * kA + (1 - x) * kB) := by
    rw [relaxedLattice, hM]
    simp [Fin.sum_univ_two]
  have hK : 0 < meanStiffness ![x, 1 - x] ![kA, kB] := by rw [hM]; exact hD
  have hval : elasticEnergy ![x, 1 - x] ![kA, kB] ![aA, aB]
      (relaxedLattice ![x, 1 - x] ![kA, kB] ![aA, aB]) =
      x * (1 - x) * kA * kB * (aA - aB) ^ 2 / (2 * (x * kA + (1 - x) * kB)) := by
    rw [relaxed_energy_pairs _ _ _ hK.ne', hM, div_eq_div_iff (by positivity) (by positivity)]
    simp only [Fin.sum_univ_two, Matrix.cons_val_zero, Matrix.cons_val_one]
    ring
  refine ⟨⟨⟨_, (hE _).trans hval⟩, ?_⟩, ?_⟩
  · rintro _ ⟨L, rfl⟩
    rw [← hval, hE L]
    exact (minimizer_iff _ _ _ hK _).2 rfl L
  · intro L hL
    have hmin : L = (x * kA * aA + (1 - x) * kB * aB) / (x * kA + (1 - x) * kB) := by
      rw [← hR]
      exact (minimizer_iff _ _ _ hK L).1 fun L' => by rw [← hE, ← hE]; exact hL L'
    -- Vegard's law holds exactly when the bowing vanishes
    rw [hmin, ← sub_eq_zero, binary_bowing x kA kB aA aB hD.ne']
    constructor
    · intro h
      rcases div_eq_zero_iff.1 h with h | h
      · rcases mul_eq_zero.1 h with h | h
        · rcases mul_eq_zero.1 h with h | h
          · exact absurd h (mul_pos hx0 hy).ne'
          · exact Or.inl (sub_eq_zero.1 h)
        · exact Or.inr (sub_eq_zero.1 h)
      · exact absurd h hD.ne'
    · rintro (h | h) <;> simp [h]
```

Q: Does the same criterion work for three species? I would expect all stiffnesses or all sizes to have to agree.

A: They don't have to, because contributions from different pairs can cancel. Take equal concentrations, stiffnesses $1,2,4$ and natural lattice parameters $5,10,6$, in arbitrary units. The products $(k_i-k_j)(a_i-a_j)$ for the three pairs are $5$, $3$ and $-8$, which add up to zero. Directly, $L^*=(5+20+24)/7=7$ and $V=(5+10+6)/3=7$. The theorem states this equality of the two means, and its proof is numerical evaluation. The mean stiffness is $7/3>0$, so by `minimizer_iff` the common value is the minimizer. The size differences are exaggerated to keep the numbers whole. Adding the same constant to all three natural lattice parameters shifts both means by that constant, so the cancellation also occurs when the relative mismatch is small.

```lean
/-- An equimolar ternary alloy with stiffnesses 1, 2, 4 and natural lattice parameters 5, 10, 6
has a stiffness-weighted mean lattice parameter that obeys Vegard's law. -/
theorem ternary_vegard_with_distinct_species :
    relaxedLattice (fun _ : Fin 3 => (1 / 3 : ℝ)) ![1, 2, 4] ![5, 10, 6] =
      vegardLattice (fun _ : Fin 3 => (1 / 3 : ℝ)) ![5, 10, 6] := by
  norm_num [relaxedLattice, meanStiffness, vegardLattice, Fin.sum_univ_succ]

end

end VegardBowing
```

```lean
#print axioms VegardBowing.bowing_pairs
-- 'VegardBowing.bowing_pairs' depends on axioms: [propext, Classical.choice, Quot.sound]
#print axioms VegardBowing.binary_minimum_and_vegard
-- 'VegardBowing.binary_minimum_and_vegard' depends on axioms: [propext, Classical.choice, Quot.sound]
#print axioms VegardBowing.ternary_vegard_with_distinct_species
-- 'VegardBowing.ternary_vegard_with_distinct_species' depends on axioms: [propext, Classical.choice, Quot.sound]
```

Q: So a ternary alloy that obeys Vegard's law need not have equal stiffnesses or equal sizes. Where would I use the binary result?

A: As a baseline for computed alloy lattice parameters and mixing energies: it gives the size-mismatch contribution for harmonic species held at one common lattice parameter, with no local relaxation. A difference between a full calculation and this baseline then points to what the model omits.
